# Random eigenvector signs cut the average transfer of n equal two-state rotations to 1/n of its correct value in the small-angle limit

In a surface-hopping run I propagate two electronic amplitudes along a nuclear trajectory. At every time step the eigenvectors are computed afresh, and the diagonaliser may return the second one with the opposite sign, which flips the sign of the nonadiabatic coupling. But if I start in one state and take a single step, the population that reaches the other state is $\sin^2\theta$ for either sign of the rotation angle $\theta$. Why should I track the signs at all, if each step moves the same population with or without the error?

## The sign drops out of one step, but not out of the sum of angles

Populations do not simply add from step to step; contributions to the amplitude do, and their relative signs matter. Take a two-state model with equal real rotations whose total angle stays small. With correct signs the transferred population grows as the square of the number of steps. If each sign is independently right or wrong with equal probability, the average population grows only in proportion to the number of steps.

Number the steps $i=0,\dots,n-1$ and the states 0 and 1, and write $I$ for the imaginary unit. A correct step acts on the amplitudes by

$$R(\theta_i)=\begin{pmatrix}\cos\theta_i&-\sin\theta_i\\ \sin\theta_i&\cos\theta_i\end{pmatrix}.$$

Let $s_i=-1$ if the second eigenvector has the wrong sign in step $i$, and $s_i=1$ otherwise. With $D_i=\mathrm{diag}(1,s_i)$, the computed step is $D_iR(\theta_i)D_i$. This flips the off-diagonal entries when $s_i=-1$, so it equals $R(s_i\theta_i)$. Rotations add their angles, so the whole run is $R(S)$ with $S=\sum_i s_i\theta_i$. Starting in state 0, the population in state 1 is

$$\sin^2 S=\frac{1-\cos 2S}{2}.$$

Now let each sign be wrong independently with probability $p$. The mean of a product of independent phases is the product of their means:

$$\langle e^{2IS}\rangle=\prod_i\left[(1-p)e^{2I\theta_i}+p\,e^{-2I\theta_i}\right]=\prod_i\left[\cos2\theta_i+I(1-2p)\sin2\theta_i\right].$$

The mean population is therefore $\left(1-\mathrm{Re}\,\langle e^{2IS}\rangle\right)/2$. For $p=1/2$ and equal angles $\theta$, all $2^n$ sign patterns are equally likely and the sine terms vanish, which leaves

$$\frac{1-\cos(2\theta)^n}{2}=\sin^2\theta\sum_{k=0}^{n-1}\cos(2\theta)^k.$$

The right-hand side follows from $1-x^n=(1-x)\sum_{k=0}^{n-1} x^k$ with $x=\cos2\theta$, since $1-x=2\sin^2\theta$.

Correct tracking gives $\sin^2(n\theta)$. Divide both populations by $\theta^2$ and let $\theta\to0$: the average tends to $n$ and the correct value to $n^2$, so for $n\ge1$ their ratio tends to $1/n$. For $n=1$ nothing is lost, which is your observation about a single step.

## What the Lean definitions say

`rot` is $R$, and `sgn` turns a Boolean into a sign, with `true` meaning an error. `step` is the conjugated rotation, and `propagator` multiplies the steps with later ones on the left. `transferred` squares the entry in row 1, column 0, which is the amplitude from state 0 to state 1.

A sign pattern is a function `Fin n → Bool`. `weight` gives its probability as a product over steps, `meanTransfer` is the weighted mean, and `signAverage` is the plain average for equal angles. `meanTransfer_eq` holds for every real `p`, though the weights are probabilities only for $0\le p\le1$.

`tendsto_ratio` states the limit as $n$ times the ratio tending to 1, with $\theta$ approaching zero through nonzero values. It assumes `n ≠ 0`; with no steps the prefactor makes the expression zero.

The model fixes what an error means: the wrong sign is used at both ends of a step, while the stored amplitudes keep the old convention. If the amplitudes changed sign together with the eigenvector, the populations would be unaffected. The model also leaves out the energy phases between steps, the hops themselves, nuclear feedback and correlated errors.

```lean
import Mathlib

open Filter Topology

namespace SurfaceHoppingSigns

noncomputable section

/-- The real rotation of the two adiabatic amplitudes by the angle `θ`. -/
def rot (θ : ℝ) : Matrix (Fin 2) (Fin 2) ℝ :=
  !![Real.cos θ, -Real.sin θ; Real.sin θ, Real.cos θ]

/-- The sign given to the second eigenvector: `-1` if there is an error (`true`), else `1`. -/
def sgn (b : Bool) : ℝ := if b then -1 else 1

/-- One coupling step, computed with the second eigenvector multiplied by its sign. -/
def step (b : Bool) (θ : ℝ) : Matrix (Fin 2) (Fin 2) ℝ :=
  !![1, 0; 0, sgn b] * rot θ * !![1, 0; 0, sgn b]

/-- The time-ordered product of `n` coupling steps, later steps standing on the left. -/
def propagator : (n : ℕ) → (Fin n → ℝ) → (Fin n → Bool) → Matrix (Fin 2) (Fin 2) ℝ
  | 0, _, _ => 1
  | n + 1, θ, σ => step (σ (Fin.last n)) (θ (Fin.last n)) *
      propagator n (fun i => θ i.castSucc) (fun i => σ i.castSucc)

/-- The population transferred from the first state to the second after `n` steps. -/
def transferred (n : ℕ) (θ : Fin n → ℝ) (σ : Fin n → Bool) : ℝ :=
  (propagator n θ σ 1 0) ^ 2

/-- The probability of a sign error (`true`) or of a correct sign (`false`) in one step. -/
def signProb (p : ℝ) (b : Bool) : ℝ := if b then p else 1 - p

/-- The probability of a whole sign pattern when errors in different steps are independent. -/
def weight {n : ℕ} (p : ℝ) (σ : Fin n → Bool) : ℝ := ∏ i, signProb p (σ i)

/-- The mean transferred population when each step has a sign error with probability `p`. -/
def meanTransfer (n : ℕ) (p : ℝ) (θ : Fin n → ℝ) : ℝ :=
  ∑ σ : Fin n → Bool, weight p σ * transferred n θ σ

/-- The plain average of the transferred population over all `2 ^ n` sign patterns,
for `n` steps of equal angle `θ`. -/
def signAverage (n : ℕ) (θ : ℝ) : ℝ :=
  (∑ σ : Fin n → Bool, transferred n (fun _ => θ) σ) / 2 ^ n

/-- An eigenvector sign error reverses the rotation angle of the step. -/
theorem step_eq_rot (b : Bool) (θ : ℝ) : step b θ = rot (sgn b * θ) := by
  cases b <;> ext i j <;> fin_cases i <;> fin_cases j <;>
    simp [step, rot, sgn, Matrix.mul_apply, Fin.sum_univ_succ]

/-- Successive rotations add their angles. -/
theorem rot_mul (a b : ℝ) : rot a * rot b = rot (a + b) := by
  ext i j
  fin_cases i <;> fin_cases j <;>
    simp [rot, Matrix.mul_apply, Fin.sum_univ_succ, Real.cos_add, Real.sin_add] <;> ring

/-- The whole propagation is one rotation by the signed sum of the step angles. -/
theorem propagator_eq (n : ℕ) (θ : Fin n → ℝ) (σ : Fin n → Bool) :
    propagator n θ σ = rot (∑ i, sgn (σ i) * θ i) := by
  induction n with
  | zero =>
    ext i j
    fin_cases i <;> fin_cases j <;> simp [propagator, rot]
  | succ n ih =>
    rw [propagator, ih, step_eq_rot, rot_mul, Fin.sum_univ_castSucc, add_comm]

/-- The transferred population is the squared sine of the signed sum of the step angles. -/
theorem transferred_eq (n : ℕ) (θ : Fin n → ℝ) (σ : Fin n → Bool) :
    transferred n θ σ = Real.sin (∑ i, sgn (σ i) * θ i) ^ 2 := by
  simp [transferred, propagator_eq, rot]

/-- For independent sign errors the mean of the phase factor with twice the total angle
is a product of one factor per step. -/
theorem mean_phase {n : ℕ} (p : ℝ) (θ : Fin n → ℝ) :
    ∑ σ : Fin n → Bool, (weight p σ : ℂ) *
        Complex.exp (2 * ((∑ i, sgn (σ i) * θ i : ℝ) : ℂ) * Complex.I) =
      ∏ i, (((Real.cos (2 * θ i) : ℝ) : ℂ) +
        (((1 - 2 * p) * Real.sin (2 * θ i) : ℝ) : ℂ) * Complex.I) := by
  -- each factor is the mean over the two signs of a single step
  have h : ∀ i, ((Real.cos (2 * θ i) : ℝ) : ℂ) +
      (((1 - 2 * p) * Real.sin (2 * θ i) : ℝ) : ℂ) * Complex.I =
      ∑ b : Bool, (signProb p b : ℂ) *
        Complex.exp (2 * ((sgn b * θ i : ℝ) : ℂ) * Complex.I) := by
    intro i
    have e1 : 2 * ((sgn true * θ i : ℝ) : ℂ) * Complex.I =
        ((-(2 * θ i) : ℝ) : ℂ) * Complex.I := by simp [sgn]
    have e2 : 2 * ((sgn false * θ i : ℝ) : ℂ) * Complex.I =
        ((2 * θ i : ℝ) : ℂ) * Complex.I := by simp [sgn]
    have p1 : signProb p true = p := by simp [signProb]
    have p2 : signProb p false = 1 - p := by simp [signProb]
    rw [Fintype.sum_bool, e1, e2, p1, p2, Complex.exp_mul_I, Complex.exp_mul_I,
      ← Complex.ofReal_cos, ← Complex.ofReal_sin, ← Complex.ofReal_cos,
      ← Complex.ofReal_sin, Real.cos_neg, Real.sin_neg]
    push_cast
    ring
  -- expanding the product of sums gives the sum over sign patterns
  rw [Finset.prod_congr rfl fun i _ => h i, Finset.prod_univ_sum, Fintype.piFinset_univ]
  refine Finset.sum_congr rfl fun σ _ => ?_
  rw [Finset.prod_mul_distrib, ← Complex.exp_sum, weight, Complex.ofReal_prod,
    Complex.ofReal_sum, Finset.mul_sum, Finset.sum_mul]

/-- The probabilities of all sign patterns add up to one. -/
theorem weight_sum (n : ℕ) (p : ℝ) : ∑ σ : Fin n → Bool, weight p σ = 1 := by
  have h := mean_phase p (fun _ : Fin n => (0 : ℝ))
  simp only [mul_zero, Finset.sum_const_zero, Complex.ofReal_zero, zero_mul,
    Complex.exp_zero, mul_one, Real.cos_zero, Real.sin_zero, Complex.ofReal_one,
    add_zero, Finset.prod_const_one] at h
  exact_mod_cast h

/-- Mean transferred population for arbitrary step angles, when the eigenvector sign is wrong
in each step independently with probability `p`. -/
theorem meanTransfer_eq (n : ℕ) (p : ℝ) (θ : Fin n → ℝ) :
    meanTransfer n p θ =
      (1 - (∏ i, (((Real.cos (2 * θ i) : ℝ) : ℂ) +
        (((1 - 2 * p) * Real.sin (2 * θ i) : ℝ) : ℂ) * Complex.I)).re) / 2 := by
  have key : ∀ w x : ℝ, ((w : ℂ) * Complex.exp (2 * (x : ℂ) * Complex.I)).re =
      w * Real.cos (2 * x) := by
    intro w x
    rw [Complex.re_ofReal_mul, show 2 * (x : ℂ) * Complex.I =
      ((2 * x : ℝ) : ℂ) * Complex.I by simp, Complex.exp_ofReal_mul_I_re]
  have hs : ∀ σ : Fin n → Bool, weight p σ * transferred n θ σ =
      (weight p σ - weight p σ * Real.cos (2 * ∑ i, sgn (σ i) * θ i)) / 2 := by
    intro σ
    rw [transferred_eq, Real.sin_sq_eq_half_sub]
    ring
  rw [← mean_phase, Complex.re_sum, Finset.sum_congr rfl fun σ _ => key _ _, meanTransfer,
    Finset.sum_congr rfl fun σ _ => hs σ, ← Finset.sum_div, Finset.sum_sub_distrib,
    weight_sum]

/-- Averaged over all sign patterns with equal weight, `n` steps of angle `θ` transfer
the population `(1 - cos (2 θ) ^ n) / 2`. -/
theorem signAverage_eq (n : ℕ) (θ : ℝ) :
    signAverage n θ = (1 - Real.cos (2 * θ) ^ n) / 2 := by
  have hp : ∀ b, signProb (1 / 2) b = 1 / 2 := by
    intro b
    cases b <;> norm_num [signProb]
  have hw : ∀ σ : Fin n → Bool, weight (1 / 2) σ = (1 / 2) ^ n := by
    intro σ
    simp only [weight, hp, Finset.prod_const, Finset.card_univ, Fintype.card_fin]
  -- unbiased errors remove the imaginary part of every factor
  have h := meanTransfer_eq n (1 / 2) (fun _ => θ)
  rw [show (1 - 2 * (1 / 2) : ℝ) = 0 by norm_num] at h
  simp only [zero_mul, Complex.ofReal_zero, add_zero, Finset.prod_const, Finset.card_univ,
    Fintype.card_fin, ← Complex.ofReal_pow, Complex.ofReal_re] at h
  rw [← h, meanTransfer, Finset.sum_congr rfl fun σ _ => by rw [hw σ], ← Finset.mul_sum,
    signAverage, one_div, inv_pow, div_eq_inv_mul]

/-- For `n ≠ 0` steps of equal angle `θ`, `n` times the ratio of the sign-averaged to the
correctly tracked population tends to one as `θ` tends to zero. -/
theorem tendsto_ratio (n : ℕ) (hn : n ≠ 0) :
    Tendsto (fun θ : ℝ => (n : ℝ) *
      (signAverage n θ / transferred n (fun _ => θ) (fun _ => false))) (𝓝[≠] 0) (𝓝 1) := by
  have hn' : (n : ℝ) ≠ 0 := Nat.cast_ne_zero.mpr hn
  have hlin : ∀ a : ℝ, Tendsto (fun t : ℝ => t⁻¹ * Real.sin (a * t)) (𝓝[≠] 0) (𝓝 a) := by
    intro a
    have h : HasDerivAt (fun t : ℝ => Real.sin (a * t)) a 0 := by
      simpa using ((hasDerivAt_id (0 : ℝ)).const_mul a).sin
    simpa using h.tendsto_slope_zero
  have hsum : Tendsto (fun t : ℝ => ∑ k ∈ Finset.range n, Real.cos (2 * t) ^ k)
      (𝓝[≠] 0) (𝓝 (n : ℝ)) := by
    have hc : Continuous (fun t : ℝ => ∑ k ∈ Finset.range n, Real.cos (2 * t) ^ k) := by
      fun_prop
    have h0 := (hc.tendsto 0).mono_left (nhdsWithin_le_nhds (s := {(0 : ℝ)}ᶜ))
    simpa using h0
  have hlim := ((((hlin 1).pow 2).mul hsum).div ((hlin n).pow 2)
    (pow_ne_zero 2 hn')).const_mul (n : ℝ)
  have hval : (n : ℝ) * (1 ^ 2 * (n : ℝ) / (n : ℝ) ^ 2) = 1 := by field_simp
  rw [hval] at hlim
  refine hlim.congr' ?_
  filter_upwards [self_mem_nhdsWithin] with t ht
  have ht' : t ≠ 0 := ht
  have htr : transferred n (fun _ => t) (fun _ => false) = Real.sin (n * t) ^ 2 := by
    simp [transferred_eq, sgn]
  -- the geometric sum extracts the population of a single step
  have hgeo : (1 - Real.cos (2 * t) ^ n) / 2 =
      Real.sin t ^ 2 * ∑ k ∈ Finset.range n, Real.cos (2 * t) ^ k := by
    rw [← mul_neg_geom_sum, Real.sin_sq_eq_half_sub]
    ring
  change (n : ℝ) * ((t⁻¹ * Real.sin (1 * t)) ^ 2 *
    (∑ k ∈ Finset.range n, Real.cos (2 * t) ^ k) / (t⁻¹ * Real.sin (n * t)) ^ 2) = _
  rw [signAverage_eq, htr, hgeo, one_mul, mul_pow, mul_pow, mul_assoc (t⁻¹ ^ 2),
    mul_div_mul_left _ _ (pow_ne_zero 2 (inv_ne_zero ht'))]

end

end SurfaceHoppingSigns
```

```lean
#print axioms SurfaceHoppingSigns.signAverage_eq
#print axioms SurfaceHoppingSigns.tendsto_ratio
```

```
'SurfaceHoppingSigns.signAverage_eq' depends on axioms: [propext, Classical.choice, Quot.sound]
'SurfaceHoppingSigns.tendsto_ratio' depends on axioms: [propext, Classical.choice, Quot.sound]
```

## From matrix entries to the limit

`step_eq_rot` checks the four matrix entries for each Boolean, and `rot_mul` does the same with the addition formulas for sine and cosine. `propagator_eq` is an induction on the number of steps that splits off the last one, and `transferred_eq` reads off the sine.

In `mean_phase`, the local statement `h` writes each factor as a mean over two signs. `Finset.prod_univ_sum` then expands the product of these sums into one sum over all sign patterns; this is the factorisation of the mean, read from right to left. Setting all angles to zero gives `weight_sum`, the normalisation of the probabilities.

`meanTransfer_eq` takes real parts (`key`) and uses the half-angle formula for each pattern (`hs`). `signAverage_eq` puts $p=1/2$, where every pattern has weight $2^{-n}$.

For the limit, `hlin` obtains $\sin(at)/t\to a$ from the derivative of $\sin(at)$ at zero. `hsum` uses continuity to show that the sum of cosine powers tends to $n$, and `hgeo` is the geometric-sum identity above. The last rewriting cancels the common factor $t^{-2}$ from numerator and denominator.

## When only some of the signs are wrong

Expanding the formula for general $p$ to second order in a common angle $\theta$ gives, for $n\ge1$, the limiting ratio

$$(1-2p)^2+\frac{4p(1-p)}{n}.$$

This expansion is done by hand and goes one step past the Lean theorems. At $p=1/2$ it returns $1/n$. At $p=1$ it gives 1, because a sign that is wrong in every step only reverses the total angle. With one sign in ten wrong, the ratio approaches 0.64 for large $n$, so in this model even occasional errors cost about a third of the small-angle transfer.
